# The Bose occupation as a geometric sum of Boltzmann factors

For real `x > 0`, the declaration states that the series with terms exp(−(n+1)x), n = 0, 1, 2, …, converges to 1/(exp x − 1). In physics this value is the mean thermal occupation of one mode of non-interacting bosons, with x the mode's energy above the chemical potential in units of k_BT. The declaration itself is only the identity between real numbers, and derives no occupation from an ensemble. The attempt takes the geometric series in exp(−x), multiplies it by exp(−x), and then tries to match its terms and its sum with those wanted.

The failing Lean file:

```lean
import Mathlib

open MeasureTheory Set

namespace BoseOccupationHasSum

noncomputable section

/-- For `x > 0` the Bose occupation `1/(exp x - 1)` is the sum of the Boltzmann factors
`exp(-(n+1)x)` over all natural `n`. -/
theorem bose_occupation_hasSum {x : ℝ} (hx : 0 < x) :
    HasSum (fun n : ℕ => Real.exp (-(((n : ℝ) + 1) * x))) (1 / (Real.exp x - 1)) := by
  have h1 : Real.exp (-x) < 1 := Real.exp_lt_one (by linarith)
  have h := (hasSum_geometric_of_lt_one (Real.exp_pos (-x)).le h1).mul_left (Real.exp (-x))
  convert h using 1
  · funext n
    rw [← Real.exp_nat_mul, ← Real.exp_add]
    congr 1
    ring
  · rw [Real.exp_neg, ← mul_inv, mul_sub, mul_one, mul_inv_cancel₀ (Real.exp_pos x).ne',
      one_div]

end

end BoseOccupationHasSum
```

The error:

```
Main.lean:13:33: error(lean.unknownIdentifier): Unknown constant `Real.exp_lt_one`
Main.lean:16:4: error: Tactic `apply` failed: could not unify the conclusion of `@funext`
  ?f = ?g
with the goal
  Real.instAddCommMonoid =
    CommRing.toNonUnitalCommRing.toNonUnitalNonAssocCommRing.toNonUnitalNonAssocSemiring.toAddCommMonoid

Note: The full type of `@funext` is
  ∀ {α : Sort ?u.44} {β : α → Sort ?u.43} {f g : (x : α) → β x}, (∀ (x : α), f x = g x) → f = g

case e'_3
x : ℝ
hx : 0 < x
h1 : Real.exp (-x) < 1
h : HasSum (fun i => Real.exp (-x) * Real.exp (-x) ^ i) (Real.exp (-x) * (1 - Real.exp (-x))⁻¹)
⊢ Real.instAddCommMonoid =
    CommRing.toNonUnitalCommRing.toNonUnitalNonAssocCommRing.toNonUnitalNonAssocSemiring.toAddCommMonoid
Main.lean:20:22: error: Tactic `rewrite` failed: Did not find an occurrence of the pattern
  ?a⁻¹ * ?b⁻¹
in the target expression
  (fun n => Real.exp (-((↑n + 1) * x))) = fun i => (Real.exp x)⁻¹ * (Real.exp x)⁻¹ ^ i

case e'_5
x : ℝ
hx : 0 < x
h1 : Real.exp (-x) < 1
h : HasSum (fun i => Real.exp (-x) * Real.exp (-x) ^ i) (Real.exp (-x) * (1 - Real.exp (-x))⁻¹)
⊢ (fun n => Real.exp (-((↑n + 1) * x))) = fun i => (Real.exp x)⁻¹ * (Real.exp x)⁻¹ ^ i
Main.lean:12:84: error: unsolved goals
case e'_6
x : ℝ
hx : 0 < x
h1 : Real.exp (-x) < 1
h : HasSum (fun i => Real.exp (-x) * Real.exp (-x) ^ i) (Real.exp (-x) * (1 - Real.exp (-x))⁻¹)
⊢ 1 / (Real.exp x - 1) = Real.exp (-x) * (1 - Real.exp (-x))⁻¹
```

This version goes through:

```diff
@@ -11,13 +11,17 @@
 theorem bose_occupation_hasSum {x : ℝ} (hx : 0 < x) :
     HasSum (fun n : ℕ => Real.exp (-(((n : ℝ) + 1) * x))) (1 / (Real.exp x - 1)) := by
-  have h1 : Real.exp (-x) < 1 := Real.exp_lt_one (by linarith)
+  have h1 : Real.exp (-x) < 1 := Real.exp_lt_one_iff.mpr (by linarith)
   have h := (hasSum_geometric_of_lt_one (Real.exp_pos (-x)).le h1).mul_left (Real.exp (-x))
-  convert h using 1
-  · funext n
+  have hf : (fun n : ℕ => Real.exp (-(((n : ℝ) + 1) * x)))
+      = fun n : ℕ => Real.exp (-x) * Real.exp (-x) ^ n := by
+    funext n
     rw [← Real.exp_nat_mul, ← Real.exp_add]
     congr 1
     ring
-  · rw [Real.exp_neg, ← mul_inv, mul_sub, mul_one, mul_inv_cancel₀ (Real.exp_pos x).ne',
+  have hv : 1 / (Real.exp x - 1) = Real.exp (-x) * (1 - Real.exp (-x))⁻¹ := by
+    rw [Real.exp_neg, ← mul_inv, mul_sub, mul_one, mul_inv_cancel₀ (Real.exp_pos x).ne',
       one_div]
+  rw [hf, hv]
+  exact h
 
 end
```

What went wrong. The first error is a wrong name: Mathlib here has no constant `Real.exp_lt_one`. The repair uses `Real.exp_lt_one_iff`, whose reverse direction gives exp(−x) < 1 from −x < 0.

The other three errors come from `convert h using 1`. The proof has bullets for two goals, the terms and the sum, but `convert` leaves three, the first being an equality between two additive structures on the reals. So `funext` meets that equality, which is not between functions, and fails. The second bullet, written for the sum, gets the terms instead; there `← mul_inv` finds no product of two inverses, as the second factor is a power. The equality of the sums is left with no bullet, hence "unsolved goals".

The repair states the two intended equalities as `hf` and `hv`, and proves them with the old steps, which now meet the goals they were written for. After `rw [hf, hv]`, `exact h` closes the goal, since Lean accepts the two additive structures as equal by definition.
